# Complex symmetric polynomials that vanish when two particles meet are multiples of the half-filling Laughlin factor

An exact-diagonalisation code for bosons in the lowest Landau level can test its contact-interaction matrix by counting the zero eigenvalues in each angular-momentum sector. The expected count comes from writing every zero-energy wavefunction as a fixed polynomial times an arbitrary symmetric one. The result below justifies that factorisation for polynomial wavefunctions of any finite number N ≥ 2 of particles.

## The factorisation

Number the particles from 0 to N−1 and let zᵢ be the complex coordinate of particle i. In the disc geometry, a lowest-Landau-level wavefunction with bounded angular momentum is a polynomial P in these coordinates times a fixed Gaussian. For identical bosons without spin or other internal states, P is symmetric. Define

L = ∏ over i<j of (zᵢ − zⱼ)².

Times the Gaussian, L is the bosonic Laughlin state at half filling: no coordinate appears with a power above 2(N−1), so N bosons share 2N − 1 orbitals, about two per particle when N is large. If P is symmetric, then

P = 0 on setting z₁ := z₀  ⇔  P = L·S for some symmetric polynomial S.

The coefficients may lie in any field where 2 ≠ 0, which includes the complex numbers.

The vanishing condition stands for zero interaction energy. A repulsive contact interaction has an expectation value proportional to the integrated density of coinciding pairs. That integral is zero exactly when the wavefunction vanishes wherever two particles meet, and by symmetry one pair is enough to test. Because the expectation value is never negative, the states in which it is zero are exactly the null vectors of the interaction matrix.

## Counting null vectors in a diagonalisation

In the disc geometry a state of definite total angular momentum has a homogeneous P, and its degree is the angular momentum in units of ħ. Since L is homogeneous of degree N(N−1), the cofactor S of a nonzero homogeneous P is homogeneous too. The null space at degree N(N−1) + d therefore has the dimension of the space of homogeneous symmetric polynomials of degree d. This is the number of partitions of d into at most N parts. For N = 3 there are no null vectors below degree 6, and then 1, 1, 2 and 3 of them at degrees 6, 7, 8 and 9. The count assumes that the matrix contains only the interaction and that no orbital allowed by the total degree has been cut off.

The smallest case can be checked directly. For N = 2 and degree 2,

P = a(z₀² + z₁²) + b z₀z₁.

Setting z₁ := z₀ gives (2a + b)z₀², so b = −2a and P = a(z₀ − z₁)². Before comparing such coefficients with a numerical eigenvector, convert them to the code's normalised occupation basis, because the monomials are not normalised.

## Why one zero becomes a double zero for every pair

Let i ≠ j, and write M for the substitution zⱼ := zᵢ.

**Vanishing means divisibility.** If P = (zᵢ − zⱼ)Q, then M(P) = 0. For the converse, P − M(P) is always a multiple of zᵢ − zⱼ. This holds for constants, where the difference is zero, and it passes to sums. It passes to multiplication by a variable zₖ because

P zₖ − M(P)M(zₖ) = (P − M(P))zₖ + M(P)(zₖ − M(zₖ)),

and zₖ − M(zₖ) is either 0 or zⱼ − zᵢ. If M(P) = 0, then P itself is a multiple.

**The difference is prime.** It is nonzero, and it is not a unit because M(1) = 1 ≠ 0. If it divides AB, then M(A)M(B) = 0, so one of the two factors vanishes under M and is divisible by zᵢ − zⱼ.

**Exchange symmetry doubles the zero.** Let P = (zᵢ − zⱼ)Q be symmetric and let τ exchange zᵢ and zⱼ. Then

(zⱼ − zᵢ)τ(Q) = (zᵢ − zⱼ)Q,

so τ(Q) = −Q. Once the two coordinates are merged, exchanging them beforehand makes no difference, hence M(τ(Q)) = M(Q). Together these give 2M(Q) = 0. Since 2 ≠ 0, M(Q) = 0, so Q contains another factor zᵢ − zⱼ.

**One pair gives all pairs.** Some permutation carries particles 0 and 1 to any chosen i and j. Applied to the statement that z₀ − z₁ divides P, it shows that zᵢ − zⱼ divides P, and the previous step supplies the square.

**The squares multiply.** Suppose the product D of the squares for some set of pairs divides P, so P = DQ, and add a new pair i<j. If zᵢ − zⱼ divided D, primality would make it divide zₖ − zₗ for an earlier pair k<l. But M sends zₖ − zₗ to zero only if the two pairs are the same. So zᵢ − zⱼ does not divide D, and since its square divides DQ, the square divides Q. Adding the pairs one at a time gives P = LS.

**The cofactor is symmetric.** L is the square of the Vandermonde determinant, which a permutation changes only by a sign, so L is symmetric. For any permutation σ,

L·σ(S) = σ(P) = P = L·S,

and cancelling L gives σ(S) = S.

Conversely, L·S contains (z₀ − z₁)² and therefore vanishes on setting z₁ := z₀.

## The Lean file

```lean
import Mathlib

open MvPolynomial

namespace ContactBosons

/-- The half-filling bosonic Laughlin factor: the product over pairs `i < j` of
`(z_i - z_j)^2`. -/
noncomputable def laughlin (K : Type*) [Field K] (N : ℕ) : MvPolynomial (Fin N) K :=
  ∏ p : Fin N × Fin N with p.1 < p.2, (X p.1 - X p.2) ^ 2

variable {K : Type*} [Field K] {N : ℕ}

/-- Bringing particle `j` to the position of particle `i`: the substitution `z_j := z_i`. -/
noncomputable def merge (i j : Fin N) :
    MvPolynomial (Fin N) K →ₐ[K] MvPolynomial (Fin N) K :=
  aeval fun k => if k = j then X i else X k

/-- The substitution `z_j := z_i` turns a polynomial into the zero polynomial exactly when it is
divisible by `z_i - z_j`. -/
theorem dvd_iff_merge (i j : Fin N) (P : MvPolynomial (Fin N) K) :
    X i - X j ∣ P ↔ merge i j P = 0 := by
  constructor
  · rintro ⟨Q, rfl⟩
    simp [merge]
  · intro h
    -- merging changes any polynomial only by a multiple of `z_i - z_j`
    have key : ∀ P : MvPolynomial (Fin N) K, X i - X j ∣ P - merge i j P := by
      intro P
      induction P using MvPolynomial.induction_on with
      | C a => simp [merge]
      | add p q hp hq =>
        have := dvd_add hp hq
        rw [map_add]
        convert this using 1
        ring
      | mul_X p k hp =>
        have hk : X i - X j ∣ (X k : MvPolynomial (Fin N) K) - merge i j (X k) := by
          by_cases hkj : k = j
          · subst hkj
            exact ⟨-1, by simp [merge]⟩
          · simp [merge, hkj]
        have := dvd_add (hp.mul_right (X k)) (hk.mul_left (merge i j p))
        rw [map_mul]
        convert this using 1
        ring
    simpa [h] using key P

/-- For two different particles the relative coordinate `z_i - z_j` is a prime polynomial. -/
theorem prime_pair {i j : Fin N} (hij : i ≠ j) :
    Prime (X i - X j : MvPolynomial (Fin N) K) := by
  refine ⟨sub_ne_zero.mpr (fun h => hij (X_injective h)), fun hu => ?_, fun a b hab => ?_⟩
  · have h0 := (dvd_iff_merge i j (1 : MvPolynomial (Fin N) K)).1 hu.dvd
    simp at h0
  · rw [dvd_iff_merge, map_mul, mul_eq_zero] at hab
    simpa only [dvd_iff_merge] using hab

/-- If `2 ≠ 0` in the field and `i ≠ j`, a symmetric polynomial divisible by `z_i - z_j` is
divisible by `(z_i - z_j)^2`. -/
theorem sq_dvd_of_symmetric (h2 : (2 : K) ≠ 0) {P : MvPolynomial (Fin N) K}
    (hP : P.IsSymmetric) {i j : Fin N} (hij : i ≠ j) (h : X i - X j ∣ P) :
    (X i - X j) ^ 2 ∣ P := by
  obtain ⟨Q, hQ⟩ := h
  have hs : rename (Equiv.swap i j) P = P := hP _
  -- the cofactor is odd under the exchange
  have hanti : rename (Equiv.swap i j) Q = -Q := by
    rw [hQ, map_mul, map_sub, rename_X, rename_X, Equiv.swap_apply_left,
      Equiv.swap_apply_right] at hs
    apply mul_left_cancel₀ (prime_pair (K := K) hij).ne_zero
    linear_combination -hs
  -- at coincidence the exchange has no effect
  have hf : (fun k => if k = j then X i else X k : Fin N → MvPolynomial (Fin N) K) ∘
      (Equiv.swap i j) = fun k => if k = j then X i else X k := by
    funext k
    by_cases hi : k = i
    · simp [hi]
    · by_cases hj : k = j
      · simp [hj]
      · simp [Equiv.swap_apply_of_ne_of_ne hi hj]
  have hm : merge i j (rename (Equiv.swap i j) Q) = merge i j Q := by
    rw [merge, aeval_rename, hf]
  have hz : merge i j Q = 0 := by
    rw [hanti, map_neg] at hm
    have h : C (2 : K) * merge i j Q = 0 := by
      rw [map_ofNat]
      linear_combination -hm
    exact (mul_eq_zero.1 h).resolve_left (fun hc => h2 (C_eq_zero.1 hc))
  obtain ⟨R, hR⟩ := (dvd_iff_merge i j Q).2 hz
  exact ⟨R, by rw [hQ, hR]; ring⟩

/-- The Laughlin factor contains the squared relative coordinate of every pair. -/
theorem sq_dvd_laughlin {i j : Fin N} (hij : i < j) :
    (X i - X j) ^ 2 ∣ laughlin K N :=
  Finset.dvd_prod_of_mem (fun p : Fin N × Fin N => (X p.1 - X p.2 : MvPolynomial _ K) ^ 2)
    (a := (i, j)) (Finset.mem_filter.2 ⟨Finset.mem_univ _, hij⟩)

/-- A polynomial with a double zero for every pair is divisible by the Laughlin factor. -/
theorem laughlin_dvd {P : MvPolynomial (Fin N) K}
    (h : ∀ i j : Fin N, i < j → (X i - X j) ^ 2 ∣ P) : laughlin K N ∣ P := by
  have key : ∀ s : Finset (Fin N × Fin N), (∀ p ∈ s, p.1 < p.2) →
      ∏ p ∈ s, (X p.1 - X p.2 : MvPolynomial (Fin N) K) ^ 2 ∣ P := by
    intro s
    induction s using Finset.induction_on with
    | empty => intro _; simp
    | insert a s ha ih =>
      intro hs
      obtain ⟨Q, hQ⟩ := ih fun p hp => hs p (Finset.mem_insert_of_mem hp)
      have hlt := hs a (Finset.mem_insert_self a s)
      have hpr := prime_pair (K := K) hlt.ne
      -- merging one pair does not annihilate the factor of another pair
      have hnd : ¬ (X a.1 - X a.2 ∣
          ∏ p ∈ s, (X p.1 - X p.2 : MvPolynomial (Fin N) K) ^ 2) := by
        intro hd
        obtain ⟨p, hp, hdp⟩ := hpr.exists_mem_finset_dvd hd
        have h1 := (dvd_iff_merge _ _ _).1 (hpr.dvd_of_dvd_pow hdp)
        have hplt := hs p (Finset.mem_insert_of_mem hp)
        have hne : p ≠ a := fun h => ha (h ▸ hp)
        rw [map_sub, sub_eq_zero] at h1
        simp only [merge, aeval_X] at h1
        split_ifs at h1 with u v v
        · exact hplt.ne (u.trans v.symm)
        · have e := X_injective h1
          rw [u, ← e] at hplt
          exact lt_asymm hlt hplt
        · exact hne (Prod.ext (X_injective h1) v)
        · exact hplt.ne (X_injective h1)
      have hsq := h a.1 a.2 hlt
      rw [hQ] at hsq
      obtain ⟨R, hR⟩ := hpr.pow_dvd_of_dvd_mul_left 2 hnd hsq
      exact ⟨R, by rw [Finset.prod_insert ha, hQ, hR]; ring⟩
  unfold laughlin
  exact key _ fun p hp => (Finset.mem_filter.1 hp).2

/-- The half-filling Laughlin factor is symmetric under all particle permutations. -/
theorem laughlin_symmetric (K : Type*) [Field K] (N : ℕ) : (laughlin K N).IsSymmetric := by
  -- it is the square of a Vandermonde determinant
  have hL : laughlin K N =
      (Matrix.vandermonde (X : Fin N → MvPolynomial (Fin N) K)).det ^ 2 := by
    rw [Matrix.det_vandermonde, ← Finset.prod_pow, laughlin, Finset.prod_filter,
      Fintype.prod_prod_type]
    refine Finset.prod_congr rfl fun i _ => ?_
    show ∏ j, (if i < j then (X i - X j : MvPolynomial (Fin N) K) ^ 2 else 1) = _
    rw [← Finset.prod_filter, ← Finset.prod_pow]
    exact Finset.prod_congr (by ext j; simp) fun j _ => by ring
  intro e
  have hmat : (rename e : MvPolynomial (Fin N) K →ₐ[K] _).mapMatrix (Matrix.vandermonde X) =
      (Matrix.vandermonde (X : Fin N → MvPolynomial (Fin N) K)).submatrix e id :=
    Matrix.ext fun i j => by simp [Matrix.vandermonde_apply]
  rw [hL, map_pow, AlgHom.map_det, hmat, Matrix.det_permute]
  rcases Int.units_eq_one_or (Equiv.Perm.sign e) with h | h <;> simp [h]

/-- If `2 ≠ 0` in the field, a symmetric polynomial in at least two variables becomes zero under
`z_1 := z_0` exactly when it is the Laughlin factor times a symmetric polynomial. -/
theorem zero_energy_iff (h2 : (2 : K) ≠ 0) {n : ℕ} {P : MvPolynomial (Fin (n + 2)) K}
    (hP : P.IsSymmetric) :
    merge 0 1 P = 0 ↔
      ∃ S : MvPolynomial (Fin (n + 2)) K, S.IsSymmetric ∧ P = laughlin K (n + 2) * S := by
  constructor
  · intro h
    have h01 := (dvd_iff_merge 0 1 P).2 h
    have hall : ∀ i j : Fin (n + 2), i < j → (X i - X j) ^ 2 ∣ P := by
      intro i j hij
      refine sq_dvd_of_symmetric h2 hP hij.ne ?_
      -- a permutation carries the first two particles to the pair `i, j`
      obtain ⟨e, he0, he1⟩ : ∃ e : Equiv.Perm (Fin (n + 2)), e 0 = i ∧ e 1 = j := by
        have ha : i ≠ Equiv.swap 0 i 1 := fun h =>
          absurd ((Equiv.swap 0 i).injective ((Equiv.swap_apply_left 0 i).trans h)) (by simp)
        refine ⟨(Equiv.swap 0 i).trans (Equiv.swap (Equiv.swap 0 i 1) j), ?_, ?_⟩
        · rw [Equiv.trans_apply, Equiv.swap_apply_left 0 i,
            Equiv.swap_apply_of_ne_of_ne ha hij.ne]
        · rw [Equiv.trans_apply, Equiv.swap_apply_left (Equiv.swap 0 i 1) j]
      have hd := map_dvd (rename (R := K) e) h01
      rwa [map_sub, rename_X, rename_X, he0, he1, hP e] at hd
    obtain ⟨S, hS⟩ := laughlin_dvd hall
    have hL0 : laughlin K (n + 2) ≠ 0 := Finset.prod_ne_zero_iff.2 fun p hp =>
      pow_ne_zero 2 (prime_pair (Finset.mem_filter.1 hp).2.ne).ne_zero
    -- cancelling the symmetric Laughlin factor leaves a symmetric cofactor
    refine ⟨S, fun e => ?_, hS⟩
    have hPe := hP e
    rw [hS, map_mul, laughlin_symmetric K (n + 2) e] at hPe
    exact mul_left_cancel₀ hL0 hPe
  · rintro ⟨S, -, hS⟩
    rw [← dvd_iff_merge, hS]
    exact ((dvd_pow_self _ two_ne_zero).trans (sq_dvd_laughlin (by simp))).mul_right S

/-- In characteristic zero, a symmetric polynomial in at least two variables that becomes zero under
`z_1 := z_0` is divisible by the half-filling Laughlin factor. -/
theorem laughlin_dvd_of_contact [CharZero K] {n : ℕ} {P : MvPolynomial (Fin (n + 2)) K}
    (hP : P.IsSymmetric) (h : merge 0 1 P = 0) : laughlin K (n + 2) ∣ P := by
  obtain ⟨S, -, hS⟩ := (zero_energy_iff two_ne_zero hP).1 h
  exact ⟨S, hS⟩

/-- In characteristic two, the two-variable polynomial `z_0 + z_1` is symmetric and becomes zero
under `z_1 := z_0`, but is not divisible by the two-particle Laughlin factor. -/
theorem char_two_counterexample (h2 : (2 : K) = 0) :
    (X 0 + X 1 : MvPolynomial (Fin 2) K).IsSymmetric ∧
      merge 0 1 (X 0 + X 1 : MvPolynomial (Fin 2) K) = 0 ∧
      ¬ laughlin K 2 ∣ X 0 + X 1 := by
  have h2' : (2 : MvPolynomial (Fin 2) K) = 0 := by
    calc (2 : MvPolynomial (Fin 2) K) = C (2 : K) := (map_ofNat C 2).symm
      _ = 0 := by rw [h2, map_zero]
  have hpm : (X 0 + X 1 : MvPolynomial (Fin 2) K) = X 0 - X 1 := by
    linear_combination (X 1 : MvPolynomial (Fin 2) K) * h2'
  have hpr := prime_pair (K := K) (show (0 : Fin 2) ≠ 1 by decide)
  refine ⟨fun e => ?_, ?_, fun hd => ?_⟩
  · have hsum := Equiv.sum_comp e (X : Fin 2 → MvPolynomial (Fin 2) K)
    rw [Fin.sum_univ_two, Fin.sum_univ_two] at hsum
    rw [map_add, rename_X, rename_X]
    exact hsum
  · rw [hpm]
    exact (dvd_iff_merge 0 1 _).1 dvd_rfl
  · rw [hpm] at hd
    obtain ⟨R, hR⟩ := (sq_dvd_laughlin (show (0 : Fin 2) < 1 by decide)).trans hd
    -- a square dividing its own root would make the root a unit
    have h1 : (1 : MvPolynomial (Fin 2) K) = (X 0 - X 1) * R := by
      apply mul_left_cancel₀ hpr.ne_zero
      linear_combination hR
    exact hpr.not_isUnit (isUnit_of_dvd_one ⟨R, h1⟩)

end ContactBosons
```

```lean
#print axioms ContactBosons.laughlin_symmetric
#print axioms ContactBosons.laughlin_dvd_of_contact
#print axioms ContactBosons.char_two_counterexample
```

```
'ContactBosons.laughlin_symmetric' depends on axioms: [propext, Classical.choice, Quot.sound]
'ContactBosons.laughlin_dvd_of_contact' depends on axioms: [propext, Classical.choice, Quot.sound]
'ContactBosons.char_two_counterexample' depends on axioms: [propext, Classical.choice, Quot.sound]
```

## Reading the theorems as statements about bosons

`MvPolynomial (Fin N) K` is the space of polynomial wavefunctions without the Gaussian, and `X i` is the coordinate zᵢ. `IsSymmetric` expresses Bose statistics: renaming the variables by any permutation leaves the polynomial unchanged. `laughlin K N` is L, with each pair counted once, and `merge i j` is the substitution M.

The main theorem, `zero_energy_iff`, uses `Fin (n + 2)`, so N = n + 2 and two particles are always present. Its condition `merge 0 1 P = 0` concerns the first two particles, with coordinates z₀ and z₁. The hypothesis `h2` says that 2 ≠ 0 in the field. `laughlin_dvd_of_contact` states the divisibility part for characteristic zero.

The zero polynomial satisfies the equivalence with S = 0, although it is not a physical state. The substitution is an identity between polynomials. Over the complex numbers this agrees with vanishing at every coincident configuration, but over a finite field, testing all points is a weaker check.

## How the lemmas follow the derivation

`dvd_iff_merge` is the factor theorem. Its internal claim `key` is the induction over constants, sums and multiplication by a variable, with `ring` confirming the product identity. `prime_pair` turns it into primality, using the fact that a product of polynomials is zero only if one factor is.

In `sq_dvd_of_symmetric`, `hanti` is the oddness of Q, `hm` says that exchange has no effect after merging, and `hz` uses 2 ≠ 0 to conclude that Q vanishes at coincidence.

`laughlin_dvd` adds pairs by induction over a finite set. The `split_ifs` step lists how merging can act on an earlier pair, and each case contradicts either the ordering of the indices or the newness of the added pair. `pow_dvd_of_dvd_mul_left` then moves the square onto the cofactor.

`laughlin_symmetric` identifies L with the squared determinant and uses `Matrix.det_permute` for the sign. `zero_energy_iff` builds the permutation from two swaps, collects the squares and cancels L. The reverse direction uses `sq_dvd_laughlin`, which says that L contains the square of every pair.

## Where the factorisation fails, and what a code must still establish

If 2 = 0 in the field, the doubling step breaks down. `char_two_counterexample` proves that z₀ + z₁ is then symmetric and vanishes on merging, yet is not divisible by L. This matters when the vanishing condition on the coefficients of P is solved by exact linear algebra modulo a prime: the factorisation holds modulo every odd prime and fails modulo 2. It says nothing about the interaction matrix itself reduced modulo a prime, which may have additional null vectors.

Symmetry is needed as well. The polynomial z₀ − z₁ vanishes on merging, but its degree is too low for it to be a multiple of (z₀ − z₁)². It describes two fermions.

The theorems concern polynomials alone. The link between contact energy and vanishing, and the partition count, are supplied by the physical and combinatorial arguments above. Nothing here bounds the gap above the null space or says how small a computed eigenvalue must be to count as zero. Landau-level mixing and interactions of finite range lie beyond the model.
